# The force-correlation integral peaks below the true friction and decays to zero in an overdamped exponential-memory model

A code that integrates the force autocorrelation of a freely moving particle to long times can report a friction of zero, however strong the friction is. In the overdamped model below, which has a single memory time, the running integral divided by the mean square of the momentum component peaks below the true friction rate. The relative shortfall has an explicit bound, which is small when the memory time is short compared with the inverse friction rate. Overdamped means here that the momentum correlation decays without oscillating ($4gs<1$ below), not that inertia is neglected.

## The bound and the code that reads a peak

Let $c(t)=\langle p(t)p(0)\rangle/\langle p^2\rangle$ be the normalised correlation of one momentum component. It obeys the memory equation $c'(t)=-\int_0^t K(t-\tau)\,c(\tau)\,d\tau$ for $t\ge0$. The kernel $K(t)=(g/s)e^{-t/s}$ has friction rate $g$ (its time integral) and memory time $s$. Differentiating once and using $K'=-K/s$ gives

$$s\,c''+c'+g\,c=0,\qquad c(0)=1,\quad c'(0)=0.$$

The force correlation divided by $\langle p^2\rangle$ is $-c''$. Its running integral is

$$k(t)=\int_0^t -c''(\tau)\,d\tau=-c'(t).$$

For $g,s>0$ and $4gs<1$, $k$ is positive for $t>0$, rises to a single maximum at a time $T$, then falls to zero, with

$$g\,(1-2\sqrt{gs})\le k(T)<g.$$

A code that reports the peak as the friction relies on $gs$ being small: at $gs=0.0025$ the bound allows a shortfall of 10%, while the closed form derived below gives about 1.2%.

## From two decay rates to the peak height

Put $r=\sqrt{1-4gs}$, $a=(1-r)/2s$ and $b=(1+r)/2s$. Then $0<a<b$, $s(a+b)=1$ and $sab=g$, so $c''+(a+b)c'+ab\,c=0$. Hence $(c'+ac)'=-b(c'+ac)$, and likewise with $a$ and $b$ exchanged. The initial data give

$$c'+ac=a e^{-bt},\qquad c'+bc=b e^{-at}.$$

Eliminating $c$,

$$k(t)=\frac{ab}{b-a}\left(e^{-at}-e^{-bt}\right),$$

which is positive for $t>0$ and tends to zero. Its derivative is proportional to $be^{-bt}-ae^{-at}$, which changes sign from plus to minus only at $T=\ln(b/a)/(b-a)$.

At $T$ we have $c''=0$, so the equation of motion gives $k(T)=g\,c(T)$. Since $c'<0$ for $t>0$, $c(T)<1$, and the peak lies below $g$.

For the lower bound, insert $c'(T)=-g\,c(T)$ into the second relation: $(b-sab)\,c(T)=be^{-aT}$. As $1-sa=sb$, this is $e^{-aT}=sb\,c(T)$. Since $sb<1$, $c(T)>e^{-aT}\ge 1-aT$. Finally, $\ln x\le x-1$ at $x=\sqrt{b/a}$ gives

$$aT\le\frac{2\sqrt a}{\sqrt a+\sqrt b}\le\frac{2\sqrt{ab}}{a+b}=2\sqrt{gs},$$

where the second inequality reduces to $a\le\sqrt{ab}$. Dividing the bounds by $g$ and letting $s\to0^+$ gives $k(T)/g\to1$.

## The Lean file

```lean
import Mathlib

open Real Filter Topology Set

namespace FrictionFromForceCorrelations

/-- The model's normalised momentum correlation `c` for `t ≥ 0`, continued to all real `t` as a
solution of `s c'' + c' + g c = 0`, with `c(0) = 1` and `c'(0) = 0`. -/
structure IsMomentumCorrelation (g s : ℝ) (c : ℝ → ℝ) : Prop where
  diff : Differentiable ℝ c
  diff' : Differentiable ℝ (deriv c)
  start : c 0 = 1
  rest : deriv c 0 = 0
  eqn : ∀ t, s * deriv (deriv c) t + deriv c t + g * c t = 0

/-- The running friction estimate: the force correlation `-c''` integrated from `0` to `t`. -/
noncomputable def runningFriction (c : ℝ → ℝ) (t : ℝ) : ℝ :=
  ∫ τ in (0 : ℝ)..t, -deriv (deriv c) τ

/-- The two-exponential correlation with decay rates `a` and `b`, for `a ≠ b`. -/
noncomputable def twoMode (a b t : ℝ) : ℝ :=
  (b * exp (-(a * t)) - a * exp (-(b * t))) / (b - a)

variable {g s a b : ℝ} {c : ℝ → ℝ}

/-- For `s ≠ 0` the running integral of the force correlation equals `-c'(t)`. -/
theorem runningFriction_eq (hs : s ≠ 0) (h : IsMomentumCorrelation g s c) (t : ℝ) :
    runningFriction c t = -deriv c t := by
  have hc : Continuous (deriv (deriv c)) := by
    have e : deriv (deriv c) = fun t => -(deriv c t + g * c t) / s := by
      funext t
      rw [eq_div_iff hs]
      linear_combination h.eqn t
    rw [e]
    exact ((h.diff'.continuous.add (continuous_const.mul h.diff.continuous)).neg).div_const s
  unfold runningFriction
  rw [intervalIntegral.integral_eq_sub_of_hasDerivAt (f := fun t => -deriv c t)
    (fun x _ => (h.diff' x).hasDerivAt.fun_neg) (hc.neg.intervalIntegrable _ _)]
  simp [h.rest]

/-- For `g, s > 0` and `4gs < 1` there are two distinct positive decay rates `a < b`,
with `s(a + b) = 1` and `sab = g`. -/
theorem exists_rates (hg : 0 < g) (hs : 0 < s) (h4 : 4 * g * s < 1) :
    ∃ a b : ℝ, 0 < a ∧ a < b ∧ s * (a + b) = 1 ∧ s * (a * b) = g := by
  obtain ⟨r, hr0, hr⟩ : ∃ r : ℝ, 0 < r ∧ r * r = 1 - 4 * g * s :=
    ⟨√(1 - 4 * g * s), Real.sqrt_pos.2 (by linarith), Real.mul_self_sqrt (by linarith)⟩
  obtain ⟨i, hi0, hi⟩ : ∃ i : ℝ, 0 < i ∧ s * i = 1 :=
    ⟨s⁻¹, inv_pos.2 hs, mul_inv_cancel₀ hs.ne'⟩
  have hr1 : r < 1 := by nlinarith [mul_pos hg hs]
  refine ⟨(1 - r) / 2 * i, (1 + r) / 2 * i, mul_pos (by linarith) hi0,
    mul_lt_mul_of_pos_right (by linarith) hi0, by linear_combination hi, ?_⟩
  linear_combination -(s * i ^ 2 / 4) * hr + g * (s * i + 1) * hi

/-- If `s > 0`, `s(a + b) = 1` and `sab = g`, every momentum correlation `c` of the model satisfies
`c' + a c = a exp(-bt)`. -/
theorem mode_decay (hs : 0 < s) (h1 : s * (a + b) = 1) (h2 : s * (a * b) = g)
    (h : IsMomentumCorrelation g s c) (t : ℝ) :
    deriv c t + a * c t = a * exp (-(b * t)) := by
  have hd : ∀ x, HasDerivAt (fun t => (deriv c t + a * c t) * exp (b * t)) 0 x := by
    intro x
    have d1 : HasDerivAt (fun t => deriv c t + a * c t)
        (deriv (deriv c) x + a * deriv c x) x :=
      (h.diff' x).hasDerivAt.fun_add ((h.diff x).hasDerivAt.const_mul a)
    have d2 : HasDerivAt (fun t => exp (b * t)) (exp (b * x) * b) x :=
      ((hasDerivAt_id' x).const_mul b).exp.congr_deriv (by ring)
    have hz : deriv (deriv c) x + (a + b) * deriv c x + a * b * c x = 0 := by
      apply mul_left_cancel₀ hs.ne'
      linear_combination h.eqn x + deriv c x * h1 + c x * h2
    refine (d1.fun_mul d2).congr_deriv ?_
    linear_combination exp (b * x) * hz
  have hc := is_const_of_deriv_eq_zero (fun x => (hd x).differentiableAt)
    (fun x => (hd x).deriv) t 0
  simp only [h.start, h.rest, mul_zero, Real.exp_zero, mul_one, zero_add] at hc
  rw [Real.exp_neg, ← div_eq_mul_inv, eq_div_iff (Real.exp_ne_zero _)]
  exact hc

/-- With `s > 0` and `a < b`, where `s(a + b) = 1` and `sab = g`, the running friction is
`ab/(b - a)` times `exp(-at) - exp(-bt)`. -/
theorem friction_closed_form (hs : 0 < s) (hab : a < b) (h1 : s * (a + b) = 1)
    (h2 : s * (a * b) = g) (h : IsMomentumCorrelation g s c) (t : ℝ) :
    runningFriction c t = a * b / (b - a) * (exp (-(a * t)) - exp (-(b * t))) := by
  have m1 := mode_decay hs h1 h2 h t
  have m2 := mode_decay (a := b) (b := a) hs (by linarith) (by linarith) h t
  rw [runningFriction_eq hs.ne' h, div_mul_eq_mul_div, eq_div_iff (sub_pos.2 hab).ne']
  linear_combination a * m2 - b * m1

/-- With `s > 0` and rates `0 < a < b`, where `s(a + b) = 1` and `sab = g`, the time
`(log b - log a)/(b - a)` is at most `2√(gs)/a`. -/
theorem peak_time_le (hs : 0 < s) (ha : 0 < a) (hab : a < b) (h1 : s * (a + b) = 1)
    (h2 : s * (a * b) = g) : a * ((log b - log a) / (b - a)) ≤ 2 * √(g * s) := by
  have hba := sub_pos.2 hab
  obtain ⟨q, hq, rfl⟩ : ∃ q : ℝ, 0 < q ∧ b = q ^ 2 :=
    ⟨√b, Real.sqrt_pos.2 (ha.trans hab), (Real.sq_sqrt (ha.trans hab).le).symm⟩
  obtain ⟨p, hp, rfl⟩ : ∃ p : ℝ, 0 < p ∧ a = p ^ 2 :=
    ⟨√a, Real.sqrt_pos.2 ha, (Real.sq_sqrt ha.le).symm⟩
  have hsq : √(g * s) = s * p * q := by
    rw [show g * s = (s * p * q) ^ 2 by linear_combination (-s) * h2]
    exact Real.sqrt_sq (by positivity)
  have hl : log (q ^ 2) - log (p ^ 2) ≤ 2 * (q / p - 1) := by
    have l := Real.log_le_sub_one_of_pos (div_pos hq hp)
    rw [Real.log_div hq.ne' hp.ne'] at l
    rw [Real.log_pow, Real.log_pow]
    push_cast
    linarith
  have hqp : q / p * p = q := div_mul_cancel₀ q hp.ne'
  have e : 2 * (s * p * q) * (q ^ 2 - p ^ 2) - 2 * p * (q - p)
      = 2 * s * p ^ 2 * (q - p) ^ 2 := by linear_combination 2 * p * (q - p) * h1
  have e0 : 0 ≤ 2 * s * p ^ 2 * (q - p) ^ 2 := by positivity
  rw [hsq, ← mul_div_assoc, div_le_iff₀ hba]
  calc p ^ 2 * (log (q ^ 2) - log (p ^ 2)) ≤ p ^ 2 * (2 * (q / p - 1)) :=
        mul_le_mul_of_nonneg_left hl (by positivity)
    _ = 2 * p * (q - p) := by linear_combination 2 * p * hqp
    _ ≤ 2 * (s * p * q) * (q ^ 2 - p ^ 2) := by linarith

/-- For `g, s > 0` and `4gs < 1` the running friction is positive at `t > 0`, rises strictly
to a single maximum, which lies below `g` and not below `g(1 - 2√(gs))`, then falls strictly
and tends to zero. -/
theorem running_friction_profile (hg : 0 < g) (hs : 0 < s) (h4 : 4 * g * s < 1)
    (h : IsMomentumCorrelation g s c) :
    (∀ t, 0 < t → 0 < runningFriction c t) ∧
    (∃ T, 0 < T ∧ StrictMonoOn (runningFriction c) (Icc 0 T) ∧
      StrictAntiOn (runningFriction c) (Ici T) ∧
      runningFriction c T < g ∧ g * (1 - 2 * √(g * s)) ≤ runningFriction c T) ∧
    Tendsto (runningFriction c) atTop (𝓝 0) := by
  obtain ⟨a, b, ha, hab, h1, h2⟩ := exists_rates hg hs h4
  have hb := ha.trans hab
  have hba := sub_pos.2 hab
  have hk := runningFriction_eq hs.ne' h
  have hcf := friction_closed_form hs hab h1 h2 h
  have m1 := mode_decay hs h1 h2 h
  have m2 := mode_decay (a := b) (b := a) hs (by linarith) (by linarith) h
  have hpos : ∀ t, 0 < t → 0 < runningFriction c t := by
    intro t ht
    rw [hcf]
    exact mul_pos (div_pos (mul_pos ha hb) hba)
      (sub_pos.2 (Real.exp_lt_exp.2 (by nlinarith [mul_pos hba ht])))
  refine ⟨hpos, ?_, ?_⟩
  · obtain ⟨T, hT⟩ : ∃ T, T = (log b - log a) / (b - a) := ⟨_, rfl⟩
    have hT' : T * (b - a) = log b - log a := by rw [hT]; exact div_mul_cancel₀ _ hba.ne'
    have hT0 : 0 < T := by
      rw [hT]; exact div_pos (sub_pos.2 (Real.log_lt_log ha hab)) hba
    -- the force correlation changes sign only at T
    have hcurv : ∀ t, (b - a) * (-deriv (deriv c) t)
        = a * b * (exp (log b - b * t) - exp (log a - a * t)) := by
      intro t
      rw [sub_eq_add_neg (log b), sub_eq_add_neg (log a), Real.exp_add, Real.exp_add,
        Real.exp_log hb, Real.exp_log ha]
      apply mul_left_cancel₀ hs.ne'
      linear_combination -(b - a) * h.eqn t + s * b ^ 2 * m1 t - s * a ^ 2 * m2 t
        - (b - a) * deriv c t * h1 - (b - a) * c t * h2
    have hkd : ∀ t, HasDerivAt (runningFriction c) (-deriv (deriv c) t) t := by
      intro t
      rw [funext hk]
      exact (h.diff' t).hasDerivAt.fun_neg
    have hcont : Continuous (runningFriction c) :=
      continuous_iff_continuousAt.2 fun t => (hkd t).continuousAt
    -- at the maximum the equation of motion gives friction g c(T)
    have hz : deriv (deriv c) T = 0 := by
      have e := hcurv T
      rw [show log b - b * T = log a - a * T by linarith, sub_self, mul_zero] at e
      exact neg_eq_zero.1 ((mul_eq_zero.1 e).resolve_left hba.ne')
    have hv : deriv c T + g * c T = 0 := by
      have e := h.eqn T
      rw [hz] at e
      linarith
    have hkT : runningFriction c T = g * c T := by rw [hk]; linarith
    have hc1 : c T < 1 := by
      have anti : StrictAntiOn c (Ici 0) := by
        refine strictAntiOn_of_deriv_neg (convex_Ici 0) h.diff.continuous.continuousOn ?_
        intro t ht
        rw [interior_Ici] at ht
        have p := hpos t ht
        rw [hk] at p
        linarith
      have e := anti (mem_Ici.2 le_rfl) (mem_Ici.2 hT0.le) hT0
      rwa [h.start] at e
    refine ⟨T, hT0, ?_, ?_, ?_, ?_⟩
    · refine strictMonoOn_of_deriv_pos (convex_Icc 0 T) hcont.continuousOn ?_
      intro t ht
      rw [interior_Icc] at ht
      rw [(hkd t).deriv]
      have e : 0 < (b - a) * (-deriv (deriv c) t) := by
        rw [hcurv]
        exact mul_pos (mul_pos ha hb) (sub_pos.2 (Real.exp_lt_exp.2
          (by nlinarith [mul_pos (sub_pos.2 ht.2) hba])))
      exact pos_of_mul_pos_right e hba.le
    · refine strictAntiOn_of_deriv_neg (convex_Ici T) hcont.continuousOn ?_
      intro t ht
      rw [interior_Ici] at ht
      rw [(hkd t).deriv]
      have e : exp (log b - b * t) < exp (log a - a * t) :=
        Real.exp_lt_exp.2 (by nlinarith [mul_pos (sub_pos.2 (mem_Ioi.1 ht)) hba])
      have e1 := mul_pos (mul_pos ha hb) (sub_pos.2 e)
      have e2 : 0 < (b - a) * deriv (deriv c) t := by linarith [hcurv t]
      exact neg_neg_of_pos (pos_of_mul_pos_right e2 hba.le)
    · rw [hkT]
      nlinarith
    · have hc0 : 0 < c T := by
        have p := hpos T hT0
        rw [hkT] at p
        exact pos_of_mul_pos_right p hg.le
      have hE : exp (-(a * T)) = s * b * c T := by
        apply mul_left_cancel₀ hb.ne'
        linear_combination -m2 T + hv - b * c T * h1 + c T * h2
      have e1 : c T - exp (-(a * T)) = s * a * c T := by
        rw [hE]
        linear_combination -c T * h1
      have e2 : 0 < s * a * c T := by positivity
      have e3 := Real.add_one_le_exp (-(a * T))
      have e4 := peak_time_le hs ha hab h1 h2
      rw [← hT] at e4
      rw [hkT]
      exact mul_le_mul_of_nonneg_left (by linarith) hg.le
  · have e : ∀ r : ℝ, 0 < r → Tendsto (fun t : ℝ => exp (-(r * t))) atTop (𝓝 0) :=
      fun r hr => Real.tendsto_exp_neg_atTop_nhds_zero.comp (tendsto_id.const_mul_atTop hr)
    have l := ((e a ha).sub (e b hb)).const_mul (a * b / (b - a))
    rw [sub_self, mul_zero] at l
    rw [funext hcf]
    exact l

/-- For fixed `g > 0`, the greatest value `M s` of the running friction over `t ≥ 0`,
divided by `g`, tends to one as `s → 0+`. -/
theorem peak_ratio_tendsto_one (hg : 0 < g) (c : ℝ → ℝ → ℝ) (M : ℝ → ℝ)
    (h : ∀ s, 0 < s → 4 * g * s < 1 → IsMomentumCorrelation g s (c s))
    (hM : ∀ s, 0 < s → 4 * g * s < 1 → IsGreatest (runningFriction (c s) '' Ici 0) (M s)) :
    Tendsto (fun s => M s / g) (𝓝[>] 0) (𝓝 1) := by
  have bounds : ∀ s, 0 < s → 4 * g * s < 1 →
      1 - 2 * √(g * s) ≤ M s / g ∧ M s / g ≤ 1 := by
    intro s hs h4
    obtain ⟨-, ⟨T, hT, mono, anti, hi, lo⟩, -⟩ :=
      running_friction_profile hg hs h4 (h s hs h4)
    have top : IsGreatest (runningFriction (c s) '' Ici 0) (runningFriction (c s) T) := by
      refine ⟨⟨T, hT.le, rfl⟩, ?_⟩
      rintro _ ⟨t, ht, rfl⟩
      rcases le_total t T with l | l
      · exact mono.monotoneOn ⟨ht, l⟩ ⟨hT.le, le_rfl⟩ l
      · exact anti.antitoneOn (mem_Ici.2 le_rfl) (mem_Ici.2 l) l
    rw [(hM s hs h4).unique top, le_div_iff₀ hg, div_le_iff₀ hg]
    exact ⟨by linarith, by linarith⟩
  have small : ∀ᶠ s in 𝓝[>] (0 : ℝ), 0 < s ∧ 4 * g * s < 1 := by
    have hc : Continuous fun s : ℝ => 4 * g * s := by fun_prop
    have e : ∀ᶠ s in 𝓝 (0 : ℝ), 4 * g * s < 1 :=
      hc.continuousAt.eventually_lt continuousAt_const (by norm_num)
    exact (eventually_mem_nhdsWithin).and (e.filter_mono nhdsWithin_le_nhds)
  have low : Tendsto (fun s : ℝ => 1 - 2 * √(g * s)) (𝓝[>] 0) (𝓝 1) := by
    have hc : Continuous fun s : ℝ => 1 - 2 * √(g * s) := by fun_prop
    have l := hc.tendsto 0
    simp only [mul_zero, Real.sqrt_zero, sub_zero] at l
    exact l.mono_left nhdsWithin_le_nhds
  exact tendsto_of_tendsto_of_tendsto_of_le_of_le' low tendsto_const_nhds
    (small.mono fun s hs => (bounds s hs.1 hs.2).1)
    (small.mono fun s hs => (bounds s hs.1 hs.2).2)

/-- For `0 < a < b` the two-exponential correlation solves the equation of motion with
`g = ab/(a + b)` and `s = 1/(a + b)`, and these satisfy `4gs < 1`. -/
theorem momentumCorrelation_witness (ha : 0 < a) (hab : a < b) :
    IsMomentumCorrelation (a * b / (a + b)) (1 / (a + b)) (twoMode a b) ∧
      4 * (a * b / (a + b)) * (1 / (a + b)) < 1 := by
  have hba := sub_pos.2 hab
  have hne : b - a ≠ 0 := hba.ne'
  have hsum : 0 < a + b := by linarith
  have hsne : a + b ≠ 0 := hsum.ne'
  have hE : ∀ r t : ℝ, HasDerivAt (fun t => exp (-(r * t))) (-r * exp (-(r * t))) t :=
    fun r t => ((hasDerivAt_id' t).const_mul r).fun_neg.exp.congr_deriv (by ring)
  have d1 : ∀ t, HasDerivAt (twoMode a b)
      (a * b * (exp (-(b * t)) - exp (-(a * t))) / (b - a)) t := fun t =>
    ((((hE a t).const_mul b).fun_sub ((hE b t).const_mul a)).div_const (b - a)).congr_deriv
      (by ring)
  have d2 : ∀ t, HasDerivAt (fun t => a * b * (exp (-(b * t)) - exp (-(a * t))) / (b - a))
      (a * b * (a * exp (-(a * t)) - b * exp (-(b * t))) / (b - a)) t := fun t =>
    ((((hE b t).fun_sub (hE a t)).const_mul (a * b)).div_const (b - a)).congr_deriv (by ring)
  have hd := funext fun t => (d1 t).deriv
  refine ⟨⟨fun t => (d1 t).differentiableAt, ?_, ?_, ?_, ?_⟩, ?_⟩
  · rw [hd]
    exact fun t => (d2 t).differentiableAt
  · simp only [twoMode, mul_zero, neg_zero, Real.exp_zero, mul_one]
    exact div_self hne
  · rw [(d1 0).deriv]
    simp
  · intro t
    rw [hd, (d2 t).deriv]
    simp only [twoMode]
    field_simp
    ring
  · rw [mul_one_div, ← mul_div_assoc, div_div, div_lt_one (mul_pos hsum hsum)]
    nlinarith [mul_pos hba hba]

end FrictionFromForceCorrelations
```

```lean
#print axioms FrictionFromForceCorrelations.running_friction_profile
#print axioms FrictionFromForceCorrelations.peak_ratio_tendsto_one
```

```
'FrictionFromForceCorrelations.running_friction_profile' depends on axioms: [propext, Classical.choice, Quot.sound]
'FrictionFromForceCorrelations.peak_ratio_tendsto_one' depends on axioms: [propext, Classical.choice, Quot.sound]
```

## What is guaranteed, and for which correlations

`IsMomentumCorrelation g s c` holds the differentiability, the initial data and the equation at every real time. A physical equilibrium autocorrelation is even in $t$ and obeys this equation only for $t\ge0$; here $c$ continues that branch smoothly to negative times, which changes nothing at $t\ge0$. `runningFriction` is defined as the integral, and `runningFriction_eq` proves that it equals $-c'$. `running_friction_profile` gives the shape and both bounds for any such `c`: `StrictMonoOn` on `Icc 0 T` is the rise, `StrictAntiOn` on `Ici T` the fall. In `peak_ratio_tendsto_one`, $g$ is fixed, `M s` is the greatest value over $t\ge0$, and `𝓝[>] 0` means $s\to0^+$. `momentumCorrelation_witness` supplies an explicit solution for any rates $0<a<b$.

The equation of motion is assumed, not derived from a many-particle Hamiltonian. Kernels with several time scales, sampling noise and time-step error lie beyond the model.

The condition on $gs$ matters. For $g=1$, $s=1/2$, where $4gs=2$, the solution is $c=e^{-t}(\cos t+\sin t)$ and $k=2e^{-t}\sin t$, which is negative for $\pi<t<2\pi$. Positive $g$ and $s$ alone therefore do not make the estimate positive.

## A constant in place of an ODE solver

`exists_rates` constructs $a$ and $b$. `mode_decay` then multiplies $c'+ac$ by $e^{bt}$, shows that the product has derivative zero, and applies Mathlib's `is_const_of_deriv_eq_zero`. Evaluation at $t=0$ fixes the constant, so the result holds for every solution without a separate uniqueness theorem. Calling the lemma again with the rates exchanged gives the second relation.

`friction_closed_form` combines the two by `linear_combination`, which checks the elimination of $c$. In the profile theorem, `hcurv` writes $-c''$ as a difference of exponentials whose exponents cross at $T$; its sign gives the rise and fall. `peak_time_le` bounds $aT$, and the last limit is a squeeze between $1-2\sqrt{gs}$ and 1.
